# Period-two oscillation of power iteration on a superposition of the $\pm E$ states of an open chain, $E \neq 0$

## The chain, the staggering matrix and the Rayleigh quotient

Sites are numbered $i = 0, \dots, N-1$, a state is a real vector of $N$ amplitudes (`Fin N → ℝ`), and $v\cdot w = \sum_i v_i w_i$. In the code `*ᵥ` is a matrix acting on a vector, `⬝ᵥ` the scalar product and `•` multiplication by a number.

```lean
import Mathlib

open Matrix

namespace StaggeredChainPowerMethod

noncomputable section

variable {N : ℕ}
```

The Hamiltonian `chain N t` has $H_{ij} = -t$ when $i+1=j$ or $j+1=i$, and $H_{ij}=0$ otherwise. The real number $t$, of either sign, is the hopping amplitude between neighbouring orbitals. The comparison is made in natural numbers, without wrap-around, so no additional bond closes the chain into a ring.

```lean
/-- Hamiltonian of the open `N`-site chain with nearest-neighbour hopping `-t`. -/
def chain (N : ℕ) (t : ℝ) : Matrix (Fin N) (Fin N) ℝ :=
  Matrix.of fun i j => if i.val + 1 = j.val ∨ j.val + 1 = i.val then -t else 0
```

The matrix `stagger N` is $G = \mathrm{diag}((-1)^i)$. It flips the sign on odd sites, and $G^2 = 1$.

```lean
/-- Staggering operator `G = diag((-1)^i)`. -/
def stagger (N : ℕ) : Matrix (Fin N) (Fin N) ℝ :=
  diagonal fun i => (-1 : ℝ) ^ i.val
```

The Rayleigh quotient $R(y) = y\cdot Hy / y\cdot y$ is the energy expectation value of an unnormalised vector $y$.

```lean
/-- Rayleigh quotient `y·Hy / y·y`. -/
def rayleigh (H : Matrix (Fin N) (Fin N) ℝ) (y : Fin N → ℝ) : ℝ :=
  (y ⬝ᵥ H *ᵥ y) / (y ⬝ᵥ y)
```

This is the Hückel or tight-binding model of a finite, non-interacting chain with one orbital per site and equal bonds, with the common on-site energy taken as the zero of energy. Power iteration $x \mapsto Hx$ is a simple way to look for a level of largest magnitude, and it depends on this zero: a common on-site energy $\alpha\neq0$ would move a pair $\pm E$ to $\alpha\pm E$, whose magnitudes differ when $E\neq0$. The counterexamples for dropped hypotheses and the remarks on general start vectors and programs below are ordinary arguments, not among the checked theorems.

## Hopping only between sites of opposite parity

This condition is built into the definition: no on-site energy, no second-neighbour hopping, open ends. Entrywise, $(GH)_{ij} = (-1)^i H_{ij}$ and $(HG)_{ij} = H_{ij}(-1)^j$. Where $H_{ij}\neq 0$ the indices differ by one, so $(-1)^j = -(-1)^i$, and therefore $GH = -HG$ for every $N$ and $t$.

```lean
/-- The staggering operator anticommutes with the chain Hamiltonian: `GH = -HG`. -/
theorem stagger_anticommute (N : ℕ) (t : ℝ) :
    stagger N * chain N t = -(chain N t * stagger N) := by
  ext i j
  simp only [stagger, chain, diagonal_mul, mul_diagonal, Matrix.neg_apply, Matrix.of_apply]
  split_ifs with h
  · -- neighbouring sites carry opposite signs
    rcases h with h | h
    · have hs : (-1 : ℝ) ^ j.val = -(-1) ^ i.val := by rw [← h, pow_succ]; ring
      rw [hs]; ring
    · have hs : (-1 : ℝ) ^ i.val = -(-1) ^ j.val := by rw [← h, pow_succ]; ring
      rw [hs]; ring
  · simp
```

In `stagger_anticommute`, `split_ifs` separates bonds from zero entries, `rcases` treats the two directions of a bond, and each `hs` is the sign relation above. Without the condition the spectrum need not be symmetric: a three-site ring with $t=1$ has levels $-2, 1, 1$.

## The eigenvalue equation $Hu = Eu$

The hypothesis `hu` says that the vector $u$ is a stationary state of energy $E$. It is assumed; the spectrum of the chain is never computed, and neither normalisation of $u$ nor extremality of $E$ is required. It is first used in
$$H(Gu) = -G(Hu) = -E\,Gu .$$

```lean
/-- If `Hu = Eu`, then the staggered vector satisfies `H(Gu) = -E Gu`. -/
theorem partner_state {t E : ℝ} {u : Fin N → ℝ} (hu : chain N t *ᵥ u = E • u) :
    chain N t *ᵥ (stagger N *ᵥ u) = (-E) • (stagger N *ᵥ u) := by
  have h : chain N t * stagger N = -(stagger N * chain N t) := by
    rw [stagger_anticommute, neg_neg]
  rw [mulVec_mulVec, h, neg_mulVec, ← mulVec_mulVec, hu, mulVec_smul, neg_smul]
```

The single `rw` chain of `partner_state` follows this line: combine $H$ and $G$ into a product, anticommute, insert `hu`, pull the scalar out. All later general theorems rest on the pair `hu` and `partner_state hu`. For a vector $u$ that is not an eigenvector the closed formulas below are lost, and for $N\ge3$ the matrix $H$ generally also leads out of the span of $u$ and $Gu$ (for $N=2$ that span is the whole space whenever both components of $u$ are nonzero).

## Nonzero energy

The hypothesis `hE`, $E\neq0$, excludes the band centre, where the levels $E$ and $-E$ coincide. Since $H$ is symmetric,
$$E\,u\cdot Gu = (Hu)\cdot Gu = u\cdot H(Gu) = -E\,u\cdot Gu ,$$
so $E\,u\cdot Gu = 0$, and dividing by $E$ gives $u\cdot Gu = 0$. The norms agree: $Gu\cdot Gu = \sum_i (-1)^{i}(-1)^{i}u_i^2 = u\cdot u$.

```lean
/-- If `Hu = Eu` with `E ≠ 0`, then `u` and `Gu` are orthogonal and have the same norm. -/
theorem partner_orthogonal {t E : ℝ} {u : Fin N → ℝ} (hu : chain N t *ᵥ u = E • u)
    (hE : E ≠ 0) :
    u ⬝ᵥ (stagger N *ᵥ u) = 0 ∧ (stagger N *ᵥ u) ⬝ᵥ (stagger N *ᵥ u) = u ⬝ᵥ u := by
  constructor
  · have hsym : (chain N t)ᵀ = chain N t := by
      ext i j
      simp only [chain, transpose_apply, Matrix.of_apply]
      exact if_congr or_comm rfl rfl
    -- move `H` across the scalar product
    have h1 : u ᵥ* chain N t = E • u := by
      rw [← hu, ← mulVec_transpose, hsym]
    have h2 := dotProduct_mulVec u (chain N t) (stagger N *ᵥ u)
    rw [partner_state hu, h1, dotProduct_smul, smul_dotProduct, smul_eq_mul, smul_eq_mul] at h2
    have h3 : E * (u ⬝ᵥ (stagger N *ᵥ u)) = 0 := by linarith
    exact (mul_eq_zero.mp h3).resolve_left hE
  · unfold dotProduct
    refine Finset.sum_congr rfl fun i _ => ?_
    have hs : (-1 : ℝ) ^ i.val * (-1) ^ i.val = 1 := by rw [← mul_pow]; simp
    simp only [stagger, mulVec_diagonal]
    linear_combination (u i * u i) * hs
```

In `partner_orthogonal`, `hsym` is the symmetry of $H$, `h1` and `h2` move $H$ across the scalar product, and `h3` is $E\,u\cdot Gu=0$. The hypothesis `hE` enters only in the last line of that half; the equality of norms uses just `hs`. At $E=0$ orthogonality can fail: the three-site zero mode $u = (1,0,-1)$ has $Gu = u$.

## A start vector in the span of $u$ and $Gu$

The start vector is $x = au + bGu$ with real amplitudes $a$, $b$ and no other component. The claim for every natural number $k$ is
$$H^k x = E^k\bigl(au + (-1)^k b\,Gu\bigr).$$
It holds at $k=0$, and applying $H$ gives $E^k\bigl(aEu - (-1)^k bE\,Gu\bigr) = E^{k+1}\bigl(au + (-1)^{k+1}b\,Gu\bigr)$.

```lean
/-- Power iterates of `x = au + bGu` with `Hu = Eu`: `H^k x = E^k (au + (-1)^k bGu)`. -/
theorem power_iterate {t E : ℝ} {u : Fin N → ℝ} (hu : chain N t *ᵥ u = E • u)
    (a b : ℝ) (k : ℕ) :
    chain N t ^ k *ᵥ (a • u + b • (stagger N *ᵥ u))
      = E ^ k • (a • u + ((-1) ^ k * b) • (stagger N *ᵥ u)) := by
  induction k with
  | zero => simp only [pow_zero, one_mulVec, one_mul, one_smul]
  | succ k ih =>
    rw [pow_succ' (chain N t) k, ← mulVec_mulVec, ih, mulVec_smul, mulVec_add, mulVec_smul,
      mulVec_smul, hu, partner_state hu, pow_succ E k, pow_succ (-1 : ℝ) k]
    module
```

The induction step in `power_iterate` writes $H^{k+1} = H H^k$ by `pow_succ'`, inserts `ih`, distributes $H$ over the two terms, and `module` compares the coefficients of $u$ and $Gu$. From $Hx = aEu - bE\,Gu$ and $Ex = aEu + bE\,Gu$, the sum and the difference are
$$Hx + Ex = 2Ea\,u, \qquad Hx - Ex = -2Eb\,Gu .$$

```lean
/-- For `x = au + bGu` with `Hu = Eu`, one shifted step isolates each component:
`Hx + Ex = 2Ea u` and `Hx - Ex = -2Eb Gu`. -/
theorem shifted_step_separates {t E : ℝ} {u : Fin N → ℝ} (hu : chain N t *ᵥ u = E • u)
    (a b : ℝ) (x : Fin N → ℝ) (hx : x = a • u + b • (stagger N *ᵥ u)) :
    chain N t *ᵥ x + E • x = (2 * E * a) • u ∧
    chain N t *ᵥ x - E • x = (-(2 * E * b)) • (stagger N *ᵥ u) := by
  have h : chain N t *ᵥ x = a • E • u + b • (-E) • (stagger N *ᵥ u) := by
    rw [hx, mulVec_add, mulVec_smul, mulVec_smul, hu, partner_state hu]
  rw [h, hx]
  constructor <;> module
```

Here `h` is the expression for $Hx$, and `module` performs both additions. Neither theorem assumes that $E$, $u$, $a$ or $b$ is nonzero; a state is recovered only when its prefactor and $u$ are nonzero. Components along other eigenvectors are not covered. If $|E|$ is the largest magnitude in the spectrum, both levels are simple and the start vector overlaps at least one of them, the weight of the other components relative to those along $u$ and $Gu$ decreases geometrically (in the unnormalised iterates they may still grow), so that the formulas describe the direction of late iterates; the shifted step alone does not remove them.

## Nonzero $u$, $a$ and $b$

The hypothesis `hu0` makes $u$ a genuine state, and `ha`, `hb` say that the start vector overlaps both partners. With `hE` they give `power_method_oscillates`: for every $k$, $H^{k+2}x = E^2 H^k x$, and $H^{k+1}x \neq c\,H^k x$ for every real $c$. The line through the iterate thus has period exactly two. The first part follows from $(-1)^{k+2} = (-1)^k$ and needs none of the nonzero conditions. For the second, suppose $H^{k+1}x = cH^kx$ and take scalar products with $u$ and with $Gu$:
$$E^k a\,(u\cdot u)(E - c) = 0, \qquad E^k(-1)^k b\,(u\cdot u)(E + c) = 0 .$$
The prefactors are nonzero, so $c = E$ and $c = -E$, hence $E=0$, a contradiction.

```lean
/-- Let `Hu = Eu` with `E ≠ 0`, `u ≠ 0`, and `x = au + bGu` with `a, b ≠ 0`. Two power steps
rescale an iterate by `E²`, while a single step never maps it to a multiple of itself. -/
theorem power_method_oscillates {t E a b : ℝ} {u : Fin N → ℝ}
    (hu : chain N t *ᵥ u = E • u) (hE : E ≠ 0) (hu0 : u ≠ 0) (ha : a ≠ 0) (hb : b ≠ 0)
    (x : Fin N → ℝ) (hx : x = a • u + b • (stagger N *ᵥ u)) (k : ℕ) :
    chain N t ^ (k + 2) *ᵥ x = E ^ 2 • (chain N t ^ k *ᵥ x) ∧
    ∀ c : ℝ, chain N t ^ (k + 1) *ᵥ x ≠ c • (chain N t ^ k *ᵥ x) := by
  subst hx
  constructor
  · rw [power_iterate hu, power_iterate hu, pow_add E k 2, pow_add (-1 : ℝ) k 2, neg_one_sq]
    module
  · intro c hc
    rw [power_iterate hu, power_iterate hu, pow_succ E k, pow_succ (-1 : ℝ) k] at hc
    obtain ⟨ho, hn⟩ := partner_orthogonal hu hE
    have ho' : (stagger N *ᵥ u) ⬝ᵥ u = 0 := by rw [dotProduct_comm, ho]
    have hp : u ⬝ᵥ u ≠ 0 := fun h => hu0 (dotProduct_self_eq_zero.mp h)
    have hEk : E ^ k ≠ 0 := pow_ne_zero k hE
    have hs : (-1 : ℝ) ^ k ≠ 0 := pow_ne_zero k (by norm_num)
    -- project on `u` and on `Gu`
    have h1 := congrArg (fun y => u ⬝ᵥ y) hc
    have h2 := congrArg (fun y => (stagger N *ᵥ u) ⬝ᵥ y) hc
    simp only [dotProduct_smul, dotProduct_add, smul_eq_mul, ho, ho', hn] at h1 h2
    have e1 : (E ^ k * a * (u ⬝ᵥ u)) * (E - c) = 0 := by linear_combination h1
    have e2 : (E ^ k * (-1) ^ k * b * (u ⬝ᵥ u)) * (E + c) = 0 := by linear_combination -h2
    have f1 := (mul_eq_zero.mp e1).resolve_left (mul_ne_zero (mul_ne_zero hEk ha) hp)
    have f2 := (mul_eq_zero.mp e2).resolve_left
      (mul_ne_zero (mul_ne_zero (mul_ne_zero hEk hs) hb) hp)
    -- `c = E` and `c = -E` together force `E = 0`
    exact hE (by linarith)
```

The two equations are `e1` and `e2`. The hypothesis `hu0` yields `hp` ($u\cdot u\neq0$), `ha` is used in `f1` and `hb` in `f2`. The hypothesis `hE` appears three times: for orthogonality, for `hEk`, and in the closing contradiction.

For $y = H^k x$ the cross terms vanish by orthogonality. With $w = E^{2k}\,u\cdot u \neq 0$,
$$y\cdot y = w\,(a^2+b^2), \qquad y\cdot Hy = w\,E\,(a^2-b^2), \qquad R(y) = E\,\frac{a^2-b^2}{a^2+b^2}.$$
The equation $R = E$ would mean $E(a^2-b^2) = E(a^2+b^2)$, that is $Eb^2=0$, and $R=-E$ would mean $Ea^2=0$.

```lean
/-- Under the same assumptions every power iterate `y = H^k x` has `y·y ≠ 0` and Rayleigh
quotient `E (a² - b²) / (a² + b²)`, independent of `k` and different from `E` and `-E`. -/
theorem rayleigh_stalls {t E a b : ℝ} {u : Fin N → ℝ}
    (hu : chain N t *ᵥ u = E • u) (hE : E ≠ 0) (hu0 : u ≠ 0) (ha : a ≠ 0) (hb : b ≠ 0)
    (k : ℕ) (y : Fin N → ℝ) (hy : y = chain N t ^ k *ᵥ (a • u + b • (stagger N *ᵥ u))) :
    y ⬝ᵥ y ≠ 0 ∧ rayleigh (chain N t) y = E * (a ^ 2 - b ^ 2) / (a ^ 2 + b ^ 2) ∧
    rayleigh (chain N t) y ≠ E ∧ rayleigh (chain N t) y ≠ -E := by
  obtain ⟨ho, hn⟩ := partner_orthogonal hu hE
  have ho' : (stagger N *ᵥ u) ⬝ᵥ u = 0 := by rw [dotProduct_comm, ho]
  have hp : u ⬝ᵥ u ≠ 0 := fun h => hu0 (dotProduct_self_eq_zero.mp h)
  have hEk : E ^ k ≠ 0 := pow_ne_zero k hE
  have hs : (-1 : ℝ) ^ k * (-1) ^ k = 1 := by rw [← mul_pow]; simp
  have hab : a ^ 2 + b ^ 2 ≠ 0 := by positivity
  rw [power_iterate hu] at hy
  have hHy : chain N t *ᵥ y
      = E ^ k • (a • E • u + ((-1) ^ k * b) • (-E) • (stagger N *ᵥ u)) := by
    rw [hy, mulVec_smul, mulVec_add, mulVec_smul, mulVec_smul, hu, partner_state hu]
  -- cross terms drop out by orthogonality
  have hden : y ⬝ᵥ y = (E ^ k * E ^ k * (u ⬝ᵥ u)) * (a ^ 2 + b ^ 2) := by
    rw [hy]
    simp only [dotProduct_smul, smul_dotProduct, dotProduct_add, add_dotProduct, smul_eq_mul,
      ho, ho', hn]
    linear_combination (E ^ k * E ^ k * (u ⬝ᵥ u) * b ^ 2) * hs
  have hnum : y ⬝ᵥ chain N t *ᵥ y = (E ^ k * E ^ k * (u ⬝ᵥ u)) * (E * (a ^ 2 - b ^ 2)) := by
    rw [hHy, hy]
    simp only [dotProduct_smul, smul_dotProduct, dotProduct_add, add_dotProduct, smul_eq_mul,
      ho, ho', hn]
    linear_combination (-(E ^ k * E ^ k * (u ⬝ᵥ u) * b ^ 2 * E)) * hs
  have hw : E ^ k * E ^ k * (u ⬝ᵥ u) ≠ 0 := mul_ne_zero (mul_ne_zero hEk hEk) hp
  have hR : rayleigh (chain N t) y = E * (a ^ 2 - b ^ 2) / (a ^ 2 + b ^ 2) := by
    rw [rayleigh, hnum, hden, mul_div_mul_left _ _ hw]
  refine ⟨by rw [hden]; exact mul_ne_zero hw hab, hR, ?_, ?_⟩
  · rw [hR, Ne, div_eq_iff hab]
    intro h
    exact mul_ne_zero hE (pow_ne_zero 2 hb) (by linarith)
  · rw [hR, Ne, div_eq_iff hab]
    intro h
    exact mul_ne_zero hE (pow_ne_zero 2 ha) (by linarith)
```

The theorem `rayleigh_stalls` states $y\cdot y\neq0$, the value of $R(y)$, and $R(y)\neq\pm E$. The first item ensures that the quotient is a true division, since Lean sets division by zero to zero. The steps `hden` and `hnum` are the two scalar products, `hw` cancels $w$, and the last two goals use `hb` and `ha` in turn. The theorem does not say that $R$ avoids every eigenvalue: $a = \pm b$ gives $R=0$, a level of the three-site chain.

None of the nonzero conditions can be dropped from the two theorems. For $b=0$ the start vector is an eigenvector with $c = R = E$, and for $a=0$ with $c=R=-E$. For $u=0$ all iterates vanish and any $c$ works. For $E=0$ one has $Hx = 0 = 0\cdot x$. For $N\le1$ or $t=0$ the matrix $H$ is zero, so $E\neq0$ and $u\neq0$ are incompatible; the two theorems have content from $N=2$, where $u=(1,1)$ has $E=-t$.

## The loop in a program

A program computes $z = Hy$, records $R = y\cdot z$ for normalised $y$, and sets $y \leftarrow z/\lVert z\rVert$. Normalising changes neither lines nor quotients, so a stopping test on the change of $R$ passes at once with a value that is neither $E$ nor $-E$. This assumes exact arithmetic and a start vector $au+bGu$ as in the theorems. The residual $z - Ry$ never vanishes, because $Hy$ is never a multiple of $y$; its norm works out to $2|Eab|/(a^2+b^2)$ at every step. A test on the residual therefore keeps failing when its tolerance lies below this number, but passes when one amplitude is so small relative to the other that the number drops under the tolerance, in which case $R$ is close to $E$ or $-E$. A start vector on a single site satisfies $Gx=\pm x$ and so has equal overlap, up to sign, with both partners. The shifted step needs $E$, whose magnitude is available from $H^2y = E^2y$. An error $\delta$ in the shift gives $Hx + (E+\delta)x = (2E+\delta)a\,u + \delta b\,Gu$.

## Three sites with $t=1$

Take $u = (1,\sqrt2,1)$. Then $Hu = (-\sqrt2,-2,-\sqrt2) = -\sqrt2\,u$, so $E=-\sqrt2$, $Gu = (1,-\sqrt2,1)$ and $u\cdot u = 4$; the normalised state is $(0.5, 0.707, 0.5)$. With $a=2$, $b=1$,
$$x = (3,\sqrt2,3), \qquad Hx = (-\sqrt2,-6,-\sqrt2), \qquad H^2x = (6,2\sqrt2,6) = 2x .$$
The normalised iterates alternate between $(0.671, 0.316, 0.671)$ and $-(0.224, 0.949, 0.224)$. The quotients are $R(x) = -12\sqrt2/20$ and $R(Hx) = -24\sqrt2/40$, both $-3\sqrt2/5\approx-0.849$, against $E\approx-1.414$. The shifts give $Hx+Ex = (-4\sqrt2,-8,-4\sqrt2) = -4\sqrt2\,u$ and $Hx-Ex = (2\sqrt2,-4,2\sqrt2) = 2\sqrt2\,Gu$.

The theorem `three_site_witness` supplies `hu`, `hE` and `hu0` for this $u$. It writes out the matrix as `hH` and checks the three components; the middle one rests on $\sqrt2\cdot\sqrt2=2$, the fact stated in `h2`.

```lean
/-- The three-site chain with `t = 1` has the nonzero vector `u = (1, √2, 1)` with `Hu = Eu`
for the nonzero energy `E = -√2`. -/
theorem three_site_witness :
    chain 3 1 *ᵥ ![1, √2, 1] = (-√2) • ![1, √2, 1] ∧ (-√2 : ℝ) ≠ 0 ∧
    (![1, √2, 1] : Fin 3 → ℝ) ≠ 0 := by
  have h2 : √2 * √2 = (2 : ℝ) := Real.mul_self_sqrt (by norm_num)
  have hH : chain 3 1 = !![0, -1, 0; -1, 0, -1; 0, -1, 0] := by
    ext i j
    fin_cases i <;> fin_cases j <;> simp [chain]
  refine ⟨?_, ?_, ?_⟩
  · rw [hH]
    ext i
    fin_cases i <;> simp [mulVec, dotProduct, Fin.sum_univ_succ]
    all_goals linarith
  · have : (0 : ℝ) < √2 := by positivity
    linarith
  · intro h
    have h0 := congrFun h 0
    simp at h0

end

end StaggeredChainPowerMethod
```

```lean
#print axioms StaggeredChainPowerMethod.shifted_step_separates
#print axioms StaggeredChainPowerMethod.power_method_oscillates
#print axioms StaggeredChainPowerMethod.rayleigh_stalls
```

```
'StaggeredChainPowerMethod.shifted_step_separates' depends on axioms: [propext, Classical.choice, Quot.sound]
'StaggeredChainPowerMethod.power_method_oscillates' depends on axioms: [propext, Classical.choice, Quot.sound]
'StaggeredChainPowerMethod.rayleigh_stalls' depends on axioms: [propext, Classical.choice, Quot.sound]
```
